# Exchange energy of a uniform electron gas with a Maxwell momentum distribution

In a hot, dilute electron gas the momenta follow the Maxwell distribution, and the Fermi surface has disappeared. Electrons of equal spin still avoid one another through antisymmetry, over a distance of about the thermal wavelength. How much Coulomb energy does this save?

For density n > 0 and temperature T > 0, in atomic units with k_B = 1, the exchange energy per electron of the unpolarised gas with Maxwell-distributed momenta is

ε = −πn/(2T).

This is a first-order exchange energy without correlation: the exchange part of the Coulomb energy, averaged over the non-interacting gas. At fixed n and T it is the first-order exchange shift of the free energy, not of the internal energy. The formula holds within the Maxwell model for any n and T, but the model describes electrons only when T lies far above the Fermi energy. There it gives a closed-form high-temperature reference for uniform-gas exchange, and also shows how range separation, as used in hybrid functionals, divides that energy in this model.

## Exchange from a Gaussian density matrix

The density matrix of a spin species with density m is m times the average of exp(ik·x) over the weight exp(−k²/(2T)). For each Cartesian component, completing the square gives

−k²/(2T) + ikx = −(k − iTx)²/(2T) − Tx²/2.

The shifted Gaussian integral cancels against the normalisation, so at distance r

g(r) = m exp(−Tr²/2).

Let the spin densities be a and b, and let w(r) be the pair repulsion. The exchange energy per volume is

e[w] = −(1/2) ∫₀^∞ 4πr² w(r) (a² + b²) exp(−Tr²) dr = −2π(a² + b²) ∫₀^∞ r² w(r) exp(−Tr²) dr.

For w = 1/r the remaining integral is

∫₀^∞ r exp(−Tr²) dr = [−exp(−Tr²)/(2T)]₀^∞ = 1/(2T),

and therefore e = −π(a² + b²)/T. With a = b = n/2 this is −πn²/(2T), and division by n gives ε.

## Splitting the repulsion by range

Range separation with a parameter ω > 0 writes 1/r as erf(ωr)/r plus (1 − erf(ωr))/r. For the long-range part, integrate by parts. The boundary term vanishes at both ends, which leaves

∫₀^∞ r exp(−Tr²) erf(ωr) dr = (1/(2T)) (2ω/√π) ∫₀^∞ exp(−(T + ω²)r²) dr = ω/(2T√(T + ω²)).

Dividing by 1/(2T) shows that long-range exchange is the fraction ω/√(T + ω²) of the whole, and short-range exchange is the rest. At T = 3ω² each part carries half.

The same factor appears in Gaussian-basis codes. For four primitive s-type Gaussians on one centre, the two-electron integral is this radial moment, up to a constant that does not depend on the interaction, with T replaced by ρ = pq/(p + q), where p and q are the exponents of the two charge distributions. Replacing 1/r by erf(ωr)/r then multiplies the integral by ω/√(ρ + ω²), which makes a convenient test of an attenuated-integral routine.

## The gas and its interactions in Lean

```lean
import Mathlib

open Real MeasureTheory Set Filter Topology

namespace ThermalGasExchange

noncomputable section
```

The density matrix is a real function of the spin density, the temperature and the distance.

```lean
/-- One-body density matrix of one spin species with density `m` and Maxwell-distributed momenta at
temperature `T`, as a function of the distance `r` between its two points. -/
def densityMatrix (m T r : ℝ) : ℝ := m * Real.exp (-T * r ^ 2 / 2)
```

The exchange energy takes the interaction `w` as an argument, so one definition serves all three repulsions. The exchange formula itself is the starting point here; it is not derived from a many-electron state.

```lean
/-- Exchange energy per volume of a uniform gas with spin densities `a` and `b` and
Maxwell-distributed momenta at temperature `T`, for electrons interacting through the pair potential
`w`. -/
def exchangeDensity (w : ℝ → ℝ) (a b T : ℝ) : ℝ :=
  -(1 / 2) * ∫ r in Ioi (0 : ℝ),
    4 * π * r ^ 2 * w r * (densityMatrix a T r ^ 2 + densityMatrix b T r ^ 2)
```

The error function is defined by its integral, normalised to tend to 1 at infinity.

```lean
/-- The error function. -/
def errorFn (x : ℝ) : ℝ := 2 / √π * ∫ s in (0 : ℝ)..x, Real.exp (-s ^ 2)

/-- The Coulomb repulsion in atomic units. -/
def coulomb (r : ℝ) : ℝ := 1 / r

/-- The long-range part of the Coulomb repulsion with range-separation parameter `ω`. -/
def longRange (ω r : ℝ) : ℝ := errorFn (ω * r) / r

/-- The short-range part of the Coulomb repulsion with range-separation parameter `ω`. -/
def shortRange (ω r : ℝ) : ℝ := (1 - errorFn (ω * r)) / r
```

The Gaussian form of the density matrix is then tied to the momentum distribution. The vector `x` lies in three-dimensional Euclidean space, and the quotient of integrals is the normalised Maxwell average. Mathlib's Gaussian Fourier formula gives numerator and denominator the same prefactor; `he` identifies the exponent that survives. The Maxwell distribution is assumed, not obtained as a limit of Fermi–Dirac statistics.

```lean
/-- The thermal density matrix is the spin density times the average of the plane wave
`exp (i k·x)` over the Maxwell distribution of momenta `k` in three dimensions. -/
theorem densityMatrix_eq_maxwell_average (m : ℝ) {T : ℝ} (hT : 0 < T)
    (x : EuclideanSpace ℝ (Fin 3)) :
    (m : ℂ) * (∫ k : EuclideanSpace ℝ (Fin 3),
        Complex.exp (-((1 / (2 * T) : ℝ) : ℂ) * (‖k‖ : ℂ) ^ 2
          + Complex.I * ((inner ℝ x k : ℝ) : ℂ))) /
      (∫ k : EuclideanSpace ℝ (Fin 3),
        Complex.exp (-((1 / (2 * T) : ℝ) : ℂ) * (‖k‖ : ℂ) ^ 2))
      = (densityMatrix m T ‖x‖ : ℂ) := by
  have hb0 : 0 < 1 / (2 * T) := by positivity
  have hb : 0 < ((1 / (2 * T) : ℝ) : ℂ).re := by rw [Complex.ofReal_re]; exact hb0
  have hbase : (π : ℂ) / ((1 / (2 * T) : ℝ) : ℂ) ≠ 0 :=
    div_ne_zero (Complex.ofReal_ne_zero.mpr pi_ne_zero) (Complex.ofReal_ne_zero.mpr hb0.ne')
  have hne : ∀ z : ℂ, ((π : ℂ) / ((1 / (2 * T) : ℝ) : ℂ)) ^ z ≠ 0 := by
    intro z h
    exact hbase ((Complex.cpow_eq_zero_iff _ _).mp h).1
  have hTc : (T : ℂ) ≠ 0 := Complex.ofReal_ne_zero.mpr hT.ne'
  have he : Complex.I ^ 2 * (‖x‖ : ℂ) ^ 2 / (4 * ((1 / (2 * T) : ℝ) : ℂ))
      = ((-T * ‖x‖ ^ 2 / 2 : ℝ) : ℂ) := by
    rw [Complex.I_sq]
    push_cast
    field_simp
    ring
  -- both Gaussian integrals carry the same prefactor, which cancels
  rw [GaussianFourier.integral_cexp_neg_mul_sq_norm_add hb,
    GaussianFourier.integral_cexp_neg_mul_sq_norm hb, mul_div_assoc,
    mul_div_cancel_left₀ _ (hne _), he, densityMatrix, Complex.ofReal_mul, Complex.ofReal_exp]
```

## Reduction to one radial moment

Squaring the Gaussian doubles its exponent, which is the content of `h` below. The constants then come out of the integral, for any `w` and any real `a` and `b`.

```lean
/-- The exchange energy per volume is `-2π (a² + b²)` times the Gaussian moment `∫ r² w(r) exp(-T
r²) dr` of the interaction over the half-line. -/
theorem exchangeDensity_eq_moment (w : ℝ → ℝ) (a b T : ℝ) :
    exchangeDensity w a b T = -(2 * π * (a ^ 2 + b ^ 2)) *
      ∫ r in Ioi (0 : ℝ), r ^ 2 * w r * Real.exp (-T * r ^ 2) := by
  have key : ∀ r : ℝ,
      4 * π * r ^ 2 * w r * (densityMatrix a T r ^ 2 + densityMatrix b T r ^ 2)
        = 4 * π * (a ^ 2 + b ^ 2) * (r ^ 2 * w r * Real.exp (-T * r ^ 2)) := by
    intro r
    have h : Real.exp (-T * r ^ 2 / 2) ^ 2 = Real.exp (-T * r ^ 2) := by
      rw [← Real.exp_nat_mul]
      congr 1
      push_cast
      ring
    unfold densityMatrix
    linear_combination 4 * π * r ^ 2 * w r * (a ^ 2 + b ^ 2) * h
  unfold exchangeDensity
  simp_rw [key]
  rw [integral_const_mul]
  ring
```

Four lemmas supply the calculus: the derivative of exp(−Tr²) and its limit at infinity, then the same two facts for erf(cr). The limit of the error function rests on the half-line Gaussian integral √π/2.

```lean
private lemma gauss_deriv (T r : ℝ) : HasDerivAt (fun r : ℝ => Real.exp (-T * r ^ 2))
    (-(2 * T * r) * Real.exp (-T * r ^ 2)) r := by
  have h : HasDerivAt (fun r : ℝ => r ^ 2) (2 * r) r := by simpa using hasDerivAt_pow 2 r
  exact (h.const_mul (-T)).exp.congr_deriv (by ring)

private lemma gauss_tendsto {T : ℝ} (hT : 0 < T) :
    Tendsto (fun r : ℝ => Real.exp (-T * r ^ 2)) atTop (𝓝 0) :=
  Real.tendsto_exp_atBot.comp
    ((tendsto_pow_atTop two_ne_zero).const_mul_atTop_of_neg (by linarith))

private lemma errorFn_deriv (c r : ℝ) : HasDerivAt (fun r : ℝ => errorFn (c * r))
    (2 / √π * Real.exp (-(c * r) ^ 2) * c) r := by
  have hc : Continuous (fun s : ℝ => Real.exp (-s ^ 2)) := by fun_prop
  have h1 : HasDerivAt errorFn (2 / √π * Real.exp (-(c * r) ^ 2)) (c * r) :=
    (hc.integral_hasStrictDerivAt 0 (c * r)).hasDerivAt.const_mul _
  have h2 : HasDerivAt (fun r : ℝ => c * r) c r := by
    simpa using (hasDerivAt_id r).const_mul c
  exact h1.comp r h2

private lemma errorFn_tendsto {c : ℝ} (hc : 0 < c) :
    Tendsto (fun r : ℝ => errorFn (c * r)) atTop (𝓝 1) := by
  have hi : Integrable (fun s : ℝ => Real.exp (-s ^ 2)) := by
    simpa using integrable_exp_neg_mul_sq (one_pos : (0 : ℝ) < 1)
  have hv : ∫ s in Ioi (0 : ℝ), Real.exp (-s ^ 2) = √π / 2 := by
    simpa using integral_gaussian_Ioi 1
  have h := (intervalIntegral_tendsto_integral_Ioi (0 : ℝ) hi.integrableOn
    (tendsto_id.const_mul_atTop hc)).const_mul (2 / √π)
  have hp : √π ≠ 0 := (Real.sqrt_pos.mpr pi_pos).ne'
  have h1 : 2 / √π * (√π / 2) = 1 := by field_simp
  rw [hv, h1] at h
  exact h
```

## Integrals from antiderivatives on the half-line

Both moments turn on one Mathlib device, a fundamental theorem of calculus for the interval from 0 to infinity. It asks for a function F with derivative f at every r ≥ 0, for f ≥ 0 when r > 0, and for a limit of F at infinity. From these, `integrableOn_Ioi_deriv_of_nonneg'` concludes that f is integrable, and `integral_Ioi_of_hasDerivAt_of_nonneg'` that its integral is the limit minus F(0). The sign condition replaces a separate convergence estimate.

For the Coulomb moment, F is −exp(−Tr²)/(2T). In the proof, `hd`, `hp` and `hl` are the three requirements in order.

```lean
/-- The radial Coulomb integral over the squared thermal density matrix at unit spin density
converges and equals `1 / (2T)`. -/
theorem coulomb_moment {T : ℝ} (hT : 0 < T) :
    IntegrableOn (fun r : ℝ => r * Real.exp (-T * r ^ 2)) (Ioi 0) ∧
      ∫ r in Ioi (0 : ℝ), r * Real.exp (-T * r ^ 2) = 1 / (2 * T) := by
  have hd : ∀ r ∈ Ici (0 : ℝ), HasDerivAt (fun r : ℝ => -(1 / (2 * T)) * Real.exp (-T * r ^ 2))
      (r * Real.exp (-T * r ^ 2)) r := fun r _ =>
    ((gauss_deriv T r).const_mul _).congr_deriv (by field_simp)
  have hp : ∀ r ∈ Ioi (0 : ℝ), 0 ≤ r * Real.exp (-T * r ^ 2) := fun r hr =>
    mul_nonneg (le_of_lt hr) (Real.exp_pos _).le
  have hl := (gauss_tendsto hT).const_mul (-(1 / (2 * T)))
  refine ⟨integrableOn_Ioi_deriv_of_nonneg' hd hp hl, ?_⟩
  rw [integral_Ioi_of_hasDerivAt_of_nonneg' hd hp hl]
  simp
```

For the long-range moment, the integration by parts is packed into a single antiderivative. With c = √(T + ω²),

F(r) = −exp(−Tr²) erf(ωr)/(2T) + ω erf(cr)/(2Tc).

Differentiating the first term produces the integrand and an unwanted product of Gaussians. The second term cancels that product, because c² = T + ω²; this is the step `hG`. At infinity F tends to ω/(2Tc), and F(0) = 0.

```lean
/-- The radial integral of the long-range interaction over the squared thermal density matrix at
unit spin density converges and equals `ω / (2T √(T + ω²))`. -/
theorem longRange_moment {T ω : ℝ} (hT : 0 < T) (hω : 0 < ω) :
    IntegrableOn (fun r : ℝ => r * Real.exp (-T * r ^ 2) * errorFn (ω * r)) (Ioi 0) ∧
      ∫ r in Ioi (0 : ℝ), r * Real.exp (-T * r ^ 2) * errorFn (ω * r)
        = ω / (2 * T * √(T + ω ^ 2)) := by
  have hc : 0 < √(T + ω ^ 2) := Real.sqrt_pos.mpr (by positivity)
  have hc2 : √(T + ω ^ 2) ^ 2 = T + ω ^ 2 := Real.sq_sqrt (by positivity)
  generalize √(T + ω ^ 2) = c at hc hc2 ⊢
  have hpi : √π ≠ 0 := (Real.sqrt_pos.mpr pi_pos).ne'
  -- the antiderivative found by integrating by parts
  have hd : ∀ r ∈ Ici (0 : ℝ), HasDerivAt
      (fun r : ℝ => -(1 / (2 * T)) * (Real.exp (-T * r ^ 2) * errorFn (ω * r))
        + ω / (2 * T * c) * errorFn (c * r))
      (r * Real.exp (-T * r ^ 2) * errorFn (ω * r)) r := by
    intro r _
    have hG : Real.exp (-(c * r) ^ 2)
        = Real.exp (-T * r ^ 2) * Real.exp (-(ω * r) ^ 2) := by
      rw [← Real.exp_add]
      congr 1
      linear_combination (-r ^ 2) * hc2
    refine ((((gauss_deriv T r).fun_mul (errorFn_deriv ω r)).const_mul _).fun_add
      ((errorFn_deriv c r).const_mul _)).congr_deriv ?_
    rw [hG]
    generalize Real.exp (-T * r ^ 2) = G
    generalize Real.exp (-(ω * r) ^ 2) = H
    field_simp
    ring
  have hp : ∀ r ∈ Ioi (0 : ℝ), 0 ≤ r * Real.exp (-T * r ^ 2) * errorFn (ω * r) := by
    intro r hr
    have hr0 : 0 < r := hr
    have he : 0 ≤ errorFn (ω * r) := mul_nonneg (by positivity)
      (intervalIntegral.integral_nonneg_of_forall (by positivity) fun _ => (Real.exp_pos _).le)
    positivity
  have hl := (((gauss_tendsto hT).mul (errorFn_tendsto hω)).const_mul (-(1 / (2 * T)))).add
    ((errorFn_tendsto hc).const_mul (ω / (2 * T * c)))
  refine ⟨integrableOn_Ioi_deriv_of_nonneg' hd hp hl, ?_⟩
  rw [integral_Ioi_of_hasDerivAt_of_nonneg' hd hp hl]
  simp [errorFn]
```

## Energies per volume and per electron

For r > 0, r² · (1/r) = r, so the Coulomb energy follows from the first moment.

```lean
/-- Exchange energy per volume of the thermal gas with Coulomb repulsion, for arbitrary
spin densities `a` and `b`. -/
theorem exchangeDensity_coulomb (a b : ℝ) {T : ℝ} (hT : 0 < T) :
    exchangeDensity coulomb a b T = -(π * (a ^ 2 + b ^ 2) / T) := by
  have h : ∫ r in Ioi (0 : ℝ), r ^ 2 * coulomb r * Real.exp (-T * r ^ 2)
      = ∫ r in Ioi (0 : ℝ), r * Real.exp (-T * r ^ 2) := by
    refine setIntegral_congr_fun measurableSet_Ioi fun r hr => ?_
    have hr0 : r ≠ 0 := ne_of_gt hr
    simp only [coulomb]
    field_simp
  rw [exchangeDensity_eq_moment, h, (coulomb_moment hT).2]
  field_simp
```

The energy per electron is characterised by ε n = e. The theorem is an equivalence: −πn/(2T) satisfies this relation, and no other number does. Uniqueness uses n > 0, since at zero density every ε would qualify.

```lean
/-- The exchange energy per electron `ε` of the unpolarised thermal gas of density `n`,
defined by `ε n` being the exchange energy per volume, is `-π n / (2T)`. -/
theorem exchange_per_electron {n T : ℝ} (hn : 0 < n) (hT : 0 < T) (ε : ℝ) :
    ε * n = exchangeDensity coulomb (n / 2) (n / 2) T ↔ ε = -(π * n / (2 * T)) := by
  have h : -(π * ((n / 2) ^ 2 + (n / 2) ^ 2) / T) = -(π * n / (2 * T)) * n := by ring
  rw [exchangeDensity_coulomb _ _ hT, h, mul_left_inj' hn.ne']
```

The long-range result has the same structure, with the second moment in place of the first. The fraction does not depend on the spin densities, since they enter only through the common factor a² + b².

```lean
/-- Long-range exchange is the fraction `ω / √(T + ω²)` of the full exchange energy,
for any spin densities. -/
theorem exchangeDensity_longRange (a b : ℝ) {T ω : ℝ} (hT : 0 < T) (hω : 0 < ω) :
    exchangeDensity (longRange ω) a b T
      = ω / √(T + ω ^ 2) * exchangeDensity coulomb a b T := by
  have h : ∫ r in Ioi (0 : ℝ), r ^ 2 * longRange ω r * Real.exp (-T * r ^ 2)
      = ∫ r in Ioi (0 : ℝ), r * Real.exp (-T * r ^ 2) * errorFn (ω * r) := by
    refine setIntegral_congr_fun measurableSet_Ioi fun r hr => ?_
    have hr0 : r ≠ 0 := ne_of_gt hr
    simp only [longRange]
    field_simp
  rw [exchangeDensity_eq_moment, h, (longRange_moment hT hω).2, exchangeDensity_coulomb _ _ hT]
  ring
```

For the short-range part the integral of a difference is split by `integral_sub`, which requires both pieces to be integrable. The first halves of the two moment theorems provide exactly that.

```lean
/-- Short-range exchange is the fraction `1 - ω / √(T + ω²)` of the full exchange energy,
for any spin densities. -/
theorem exchangeDensity_shortRange (a b : ℝ) {T ω : ℝ} (hT : 0 < T) (hω : 0 < ω) :
    exchangeDensity (shortRange ω) a b T
      = (1 - ω / √(T + ω ^ 2)) * exchangeDensity coulomb a b T := by
  have h : ∫ r in Ioi (0 : ℝ), r ^ 2 * shortRange ω r * Real.exp (-T * r ^ 2)
      = ∫ r in Ioi (0 : ℝ), (r * Real.exp (-T * r ^ 2)
          - r * Real.exp (-T * r ^ 2) * errorFn (ω * r)) := by
    refine setIntegral_congr_fun measurableSet_Ioi fun r hr => ?_
    have hr0 : r ≠ 0 := ne_of_gt hr
    simp only [shortRange]
    field_simp
  -- both parts converge, so the integral splits
  rw [exchangeDensity_eq_moment, h, integral_sub (coulomb_moment hT).1 (longRange_moment hT hω).1,
    (coulomb_moment hT).2, (longRange_moment hT hω).2, exchangeDensity_coulomb _ _ hT]
  ring

end

end ThermalGasExchange
```

```lean
#print axioms ThermalGasExchange.densityMatrix_eq_maxwell_average
#print axioms ThermalGasExchange.exchange_per_electron
#print axioms ThermalGasExchange.exchangeDensity_longRange
#print axioms ThermalGasExchange.exchangeDensity_shortRange
```

```
'ThermalGasExchange.densityMatrix_eq_maxwell_average' depends on axioms: [propext, Classical.choice, Quot.sound]
'ThermalGasExchange.exchange_per_electron' depends on axioms: [propext, Classical.choice, Quot.sound]
'ThermalGasExchange.exchangeDensity_longRange' depends on axioms: [propext, Classical.choice, Quot.sound]
'ThermalGasExchange.exchangeDensity_shortRange' depends on axioms: [propext, Classical.choice, Quot.sound]
```
